# Drift removal never raises the summed squared force error when the exact forces sum to zero, though one atom can get worse

Take $N\ge 1$ atoms. Let $F_i$ be the exact force on atom $i$ and $G_i$ the force that a calculation returns, with error $e_i=G_i-F_i$. Write $\bar G=\frac1N\sum_i G_i$ for the mean computed force and $m=\frac1N\sum_i e_i$ for the mean error. Computed forces often have a small non-zero sum, called the drift, and a common correction replaces each $G_i$ by $G_i'=G_i-\bar G$. The question is what this does to the errors, in total and atom by atom.

```lean
import Mathlib

open Finset

namespace ForceDriftRemoval

noncomputable section
```

Forces are vectors in Euclidean 3-space, called `Vec` in Lean.

```lean
/-- A force vector in three-dimensional Euclidean space. -/
abbrev Vec := EuclideanSpace ℝ (Fin 3)
```

The atoms are the elements of a finite type `ι`, and $N$ is `Fintype.card ι`. The mean is unweighted, so atomic masses play no part. Despite its name, `meanForce` averages any family of vectors, and below it is also applied to the errors to give $m$.

```lean
variable {ι : Type*} [Fintype ι]

/-- The mean of a family of vectors, one per atom, for at least one atom. -/
def meanForce (G : ι → Vec) : Vec := (Fintype.card ι : ℝ)⁻¹ • ∑ i, G i
```

The corrected force $G_i'$ is `removeDrift G i`.

```lean
/-- Drift removal: the mean force is subtracted from the force on every atom,
for at least one atom. -/
def removeDrift (G : ι → Vec) (i : ι) : Vec := G i - meanForce G
```

The total error is $S(G)=\sum_i\|G_i-F_i\|^2$, a sum over atoms with neither a division by $N$ nor a square root.

```lean
/-- The squared error of the forces `G` relative to the exact forces `F`, summed over atoms. -/
def sqError (F G : ι → Vec) : ℝ := ∑ i, ‖G i - F i‖ ^ 2
```

## At least one atom

The hypothesis `[Nonempty ι]` says that there is an atom to average over. By hand it enters when $N$ is cancelled against $1/N$:

$$\sum_i G_i'=\sum_i G_i-N\cdot\frac1N\sum_i G_i=0 .$$

The proof does the same. It splits the sum, turns the constant term into $N\bar G$, and cancels with `mul_inv_cancel₀ hN`, where `hN` is $N\neq0$. Nothing is assumed about the exact forces here.

```lean
/-- After drift removal the forces on one or more atoms sum to zero. -/
theorem sum_removeDrift [Nonempty ι] (G : ι → Vec) : ∑ i, removeDrift G i = 0 := by
  have hN : (Fintype.card ι : ℝ) ≠ 0 := Nat.cast_ne_zero.mpr Fintype.card_ne_zero
  simp only [removeDrift, Finset.sum_sub_distrib, Finset.sum_const, Finset.card_univ]
  rw [← Nat.cast_smul_eq_nsmul ℝ, meanForce, smul_smul, mul_inv_cancel₀ hN, one_smul, sub_self]
```

With no atoms a mean has no physical meaning; Lean sets $0^{-1}=0$, and the identities reduce to $0=0$.

## Exact forces with zero sum

The hypothesis `hF` is $\sum_i F_i=0$. It stands for translation invariance: if the exact energy is unchanged whenever all atoms move together by the same vector, its derivative along every such motion vanishes. For a common motion along a unit vector $u$ this derivative is $-\langle u,\sum_i F_i\rangle$, and since it vanishes for every $u$, the sum is zero. Lean assumes the zero sum and does not derive it from the energy. The zero sum can fail, for example, when the atoms feel a fixed external potential or a frozen substrate that is left out of the list.

By hand, the hypothesis first identifies the mean computed force with the mean error:

$$m=\frac1N\sum_i G_i-\frac1N\sum_i F_i=\bar G .$$

```lean
/-- If the exact forces sum to zero, the mean computed force equals the mean force error. -/
theorem meanForce_eq_mean_error (F G : ι → Vec) (hF : ∑ i, F i = 0) :
    meanForce G = meanForce (fun i => G i - F i) := by
  simp only [meanForce, Finset.sum_sub_distrib, hF, sub_zero]
```

The error of atom $i$ after the correction is therefore $G_i'-F_i=e_i-m$.

```lean
/-- If the exact forces sum to zero, drift removal subtracts the mean error from the error
of each atom. -/
theorem error_removeDrift (F G : ι → Vec) (hF : ∑ i, F i = 0) (i : ι) :
    removeDrift G i - F i = (G i - F i) - meanForce (fun k => G k - F k) := by
  rw [← meanForce_eq_mean_error F G hF, removeDrift]
  abel
```

Now subtract an arbitrary common vector $c$ instead of $\bar G$. With $d_i=G_i'-F_i$, the error of atom $i$ is $G_i-c-F_i=d_i-(c-\bar G)$, and

$$\sum_i\|G_i-c-F_i\|^2=\sum_i\|d_i\|^2-2\Big\langle\sum_i d_i,\;c-\bar G\Big\rangle+N\|c-\bar G\|^2 .$$

The corrected forces and the exact forces both sum to zero, so $\sum_i d_i=0$ and the cross term vanishes. What remains is smallest at $c=\bar G$, which makes drift removal the best uniform shift in this measure.

In the proof, `hd` is $\sum_i d_i=0$ and is where `hF` is used, `key` expands the square for one atom, and `hcross` removes the cross term.

```lean
/-- If the exact forces sum to zero, subtracting any common vector `c` from the computed forces
gives the summed squared error of drift removal plus `N ‖c - mean force‖²`. -/
theorem sqError_shift [Nonempty ι] (F G : ι → Vec) (hF : ∑ i, F i = 0) (c : Vec) :
    sqError F (fun i => G i - c) =
      sqError F (removeDrift G) + (Fintype.card ι : ℝ) * ‖c - meanForce G‖ ^ 2 := by
  have hd : ∑ i, (removeDrift G i - F i) = 0 := by
    rw [Finset.sum_sub_distrib, sum_removeDrift, hF, sub_zero]
  -- expand the square around the drift-free forces
  have key : ∀ i, ‖G i - c - F i‖ ^ 2 = ‖removeDrift G i - F i‖ ^ 2
      - 2 * inner ℝ (removeDrift G i - F i) (c - meanForce G) + ‖c - meanForce G‖ ^ 2 := by
    intro i
    have h : G i - c - F i = (removeDrift G i - F i) - (c - meanForce G) := by
      simp only [removeDrift]
      abel
    rw [h, norm_sub_sq_real]
  -- the cross terms cancel because the remaining errors sum to zero
  have hcross : ∑ i, inner ℝ (removeDrift G i - F i) (c - meanForce G) = 0 := by
    rw [← sum_inner, hd, inner_zero_left]
  simp only [sqError, key]
  rw [Finset.sum_add_distrib, Finset.sum_sub_distrib, ← Finset.mul_sum, hcross,
    Finset.sum_const, Finset.card_univ, nsmul_eq_mul]
  ring
```

Setting $c=0$ leaves the computed forces as they were. Since $\bar G=m$, the result is

$$S(G')=S(G)-N\|m\|^2 .$$

```lean
/-- If the exact forces on `N ≥ 1` atoms sum to zero, drift removal lowers the summed squared
error by exactly `N` times the squared norm of the mean error. -/
theorem sqError_removeDrift [Nonempty ι] (F G : ι → Vec) (hF : ∑ i, F i = 0) :
    sqError F (removeDrift G) =
      sqError F G - (Fintype.card ι : ℝ) * ‖meanForce (fun i => G i - F i)‖ ^ 2 := by
  -- no shift at all is the case `c = 0`
  have h := sqError_shift F G hF 0
  simp only [sub_zero, zero_sub, norm_neg] at h
  rw [← meanForce_eq_mean_error F G hF]
  linarith
```

The subtracted term is non-negative, so the total cannot grow.

```lean
/-- If the exact forces sum to zero, drift removal never increases the summed squared error. -/
theorem sqError_removeDrift_le [Nonempty ι] (F G : ι → Vec) (hF : ∑ i, F i = 0) :
    sqError F (removeDrift G) ≤ sqError F G := by
  rw [sqError_removeDrift F G hF]
  have h : 0 ≤ (Fintype.card ι : ℝ) * ‖meanForce (fun i => G i - F i)‖ ^ 2 := by positivity
  linarith
```

It stays the same only if $N\|m\|^2=0$. Because $N\neq0$, this means $m=\bar G=0$, so the computed forces already had zero sum. The converse is immediate.

```lean
/-- If the exact forces sum to zero, drift removal leaves the summed squared error unchanged
exactly when the computed forces already sum to zero. -/
theorem sqError_removeDrift_eq_iff [Nonempty ι] (F G : ι → Vec) (hF : ∑ i, F i = 0) :
    sqError F (removeDrift G) = sqError F G ↔ ∑ i, G i = 0 := by
  have hN : (Fintype.card ι : ℝ) ≠ 0 := Nat.cast_ne_zero.mpr Fintype.card_ne_zero
  rw [sqError_removeDrift F G hF, ← meanForce_eq_mean_error F G hF]
  constructor
  · intro h
    have h0 : (Fintype.card ι : ℝ) * ‖meanForce G‖ ^ 2 = 0 := by linarith
    have hm : meanForce G = 0 :=
      norm_eq_zero.mp ((pow_eq_zero_iff two_ne_zero).mp ((mul_eq_zero.mp h0).resolve_left hN))
    unfold meanForce at hm
    exact (smul_eq_zero.mp hm).resolve_left (inv_ne_zero hN)
  · intro h
    simp [meanForce, h]
```

A decrease in the total says little about a single atom. Expanding

$$\|e_i-m\|^2=\|e_i\|^2-2\langle e_i,m\rangle+\|m\|^2$$

shows that atom $i$ gets worse exactly when $2\langle e_i,m\rangle<\|m\|^2$. For $m\neq0$, this says that the component of $e_i$ along $m$ is less than half of $\|m\|$. The proof passes from norms to squares with `sq_lt_sq₀`, which is allowed because norms are non-negative, and then applies the same expansion.

```lean
/-- If the exact forces sum to zero, drift removal makes the force on atom `i` worse exactly when
twice the inner product of its error with the mean error is below the squared norm of the mean
error. -/
theorem atom_worse_iff (F G : ι → Vec) (hF : ∑ i, F i = 0) (i : ι) :
    ‖G i - F i‖ < ‖removeDrift G i - F i‖ ↔
      2 * inner ℝ (G i - F i) (meanForce (fun k => G k - F k)) <
        ‖meanForce (fun k => G k - F k)‖ ^ 2 := by
  rw [error_removeDrift F G hF i, ← sq_lt_sq₀ (norm_nonneg _) (norm_nonneg _),
    norm_sub_sq_real (G i - F i) (meanForce (fun k => G k - F k))]
  constructor <;> intro h <;> linarith
```

Without `hF` the total can grow. Take one atom in an external potential with exact force $f\neq0$, and suppose that the computed force is also $f$. The mean is $f$, the corrected force is zero, and the summed squared error rises from $0$ to $\|f\|^2$. The correction has removed a real force.

## An error confined to one atom

The hypothesis `hj` says that every atom except $j$ has its exact force. The mean error is then $m=e_j/N$. Any other atom $i$ starts with $e_i=0$ and ends with error $-m$, of size $\|e_j\|/N$. The condition `hij`, $i\neq j$, selects such an atom and implies $N\ge2$.

In the proof, `Finset.sum_eq_single` reduces the sum of errors to its single non-zero term, and the rest evaluates the norm of $-m$.

```lean
/-- If the exact forces sum to zero and only atom `j` carries an error, drift removal gives every
other atom an error of `1/N` times the size of that error. -/
theorem error_spreads (F G : ι → Vec) (hF : ∑ i, F i = 0) (j i : ι) (hij : i ≠ j)
    (hj : ∀ k, k ≠ j → G k = F k) :
    ‖removeDrift G i - F i‖ = ‖G j - F j‖ / (Fintype.card ι : ℝ) := by
  have hs : ∑ k, (G k - F k) = G j - F j :=
    Finset.sum_eq_single j (fun k _ hk => by rw [hj k hk, sub_self])
      (fun h => absurd (Finset.mem_univ j) h)
  rw [error_removeDrift F G hF i, hj i hij, sub_self, zero_sub, norm_neg]
  simp only [meanForce, hs]
  rw [norm_smul, norm_inv, Real.norm_natCast, div_eq_inv_mul]
```

Without `hj` this size can be wrong. If all atoms share the same error $e\neq0$, then $m=e$ and drift removal makes every force exact, so the remaining error is $0$ and not $\|e\|/N$.

## Two atoms, one of them exact

Lean numbers the two atoms 0 and 1. The hypothesis `h0` says that atom 0 has a non-zero error $e_0$, and `h1` says that atom 1 is exact. Then $m=e_0/2$, and the errors change from $(e_0,0)$ to $(e_0/2,-e_0/2)$. Atom 1 gets worse, while the total falls from $\|e_0\|^2$ to $\|e_0\|^2/2$.

Both hypotheses are used in both halves of the theorem. For atom 1, the previous lemma gives the new error $\|e_0\|/2$, which is positive by `h0`. For the total, the proof excludes equality: an unchanged total would force $G_0+G_1=0=F_0+F_1$, and with $G_1=F_1$ this gives $G_0=F_0$, against `h0`.

Without `h0` both atoms may be exact, and then nothing changes. Without `h1` the errors may be equal and non-zero, in which case atom 1 improves, or opposite, in which case the total stays the same.

```lean
/-- For two atoms whose exact forces sum to zero, with an error on the first atom only, drift
removal makes the second atom worse while the summed squared error strictly decreases. -/
theorem two_atoms (F G : Fin 2 → Vec) (hF : ∑ i, F i = 0) (h0 : G 0 ≠ F 0) (h1 : G 1 = F 1) :
    ‖G 1 - F 1‖ < ‖removeDrift G 1 - F 1‖ ∧ sqError F (removeDrift G) < sqError F G := by
  have hpos : 0 < ‖G 0 - F 0‖ := norm_pos_iff.mpr (sub_ne_zero.mpr h0)
  have hj : ∀ k : Fin 2, k ≠ 0 → G k = F k := by
    intro k hk
    fin_cases k
    · exact absurd rfl hk
    · exact h1
  constructor
  · -- the second atom's new error has half the size of the first atom's original error
    rw [error_spreads F G hF 0 1 (by decide) hj, h1, sub_self, norm_zero, Fintype.card_fin]
    exact div_pos hpos (by norm_num)
  · -- equality would force the first atom to be exact as well
    refine lt_of_le_of_ne (sqError_removeDrift_le F G hF) (fun h => h0 ?_)
    have hG := (sqError_removeDrift_eq_iff F G hF).mp h
    rw [Fin.sum_univ_two] at hG hF
    rw [h1] at hG
    exact add_right_cancel (hG.trans hF.symm)

end

end ForceDriftRemoval
```

```lean
#print axioms ForceDriftRemoval.sqError_removeDrift_eq_iff
#print axioms ForceDriftRemoval.atom_worse_iff
#print axioms ForceDriftRemoval.two_atoms
```

```
'ForceDriftRemoval.sqError_removeDrift_eq_iff' depends on axioms: [propext, Classical.choice, Quot.sound]
'ForceDriftRemoval.atom_worse_iff' depends on axioms: [propext, Classical.choice, Quot.sound]
'ForceDriftRemoval.two_atoms' depends on axioms: [propext, Classical.choice, Quot.sound]
```

## Drift removal in a plane-wave relaxation

In a plane-wave pseudopotential calculation, the exchange–correlation energy is evaluated on a real-space grid fixed to the cell. Moving all atoms together by a fraction of the grid spacing then changes the energy slightly, and the forces acquire a net sum. Incomplete self-consistency can have the same effect. A program that applies the correction studied here adds up the force contributions on each atom, averages the resulting vectors over all atoms with equal weights, subtracts the average from each, and passes the corrected forces to the optimizer.

Suppose that two atoms have exact forces $+0.100$ and $-0.100$ eV/Å along $x$, and that the computed values are $+0.103$ and $-0.100$. The mean is $0.0015$, and the corrected forces are $+0.1015$ and $-0.1015$. The summed squared error halves, from $9.0\times10^{-6}$ to $4.5\times10^{-6}$ (eV/Å)², while the second atom, which was exact, is now off by $0.0015$ eV/Å.

For structure optimization, the result says that the summed squared force error after the correction is no larger than before it, at one fixed geometry and for a finite set of atoms whose exact forces sum to zero. A convergence criterion based on the largest single force can still be affected in either direction.
